# For a C³ free energy with F′(0) = 0, the average of energy and free energy has cubic smearing coefficient −F‴(0)/12

A calculation on a metal often smears the occupations, for instance by giving the electrons an artificial temperature, because occupations that jump from one to zero at the Fermi level make sums over k-points converge slowly. The result is then an energy at temperature $T$, although the ground-state energy at $T=0$ was wanted. Two energies are available: the free energy $F(T)$ and the internal energy $E(T)$. How far is their average from $F(0)$?

Let $T$ be measured in energy units, so that the entropy $S(T)=-F'(T)$ is a pure number, and let

$$E(T)=F(T)-T\,F'(T)=F(T)+T\,S(T),\qquad A(T)=\tfrac12\bigl(E(T)+F(T)\bigr).$$

If $F$ is three times continuously differentiable and $F'(0)=0$, then

$$\frac{A(T)-F(0)}{T^3}\;\longrightarrow\;-\frac{F'''(0)}{12}\qquad (T\to0^+).$$

The condition $F'(0)=0$ says that the entropy vanishes at zero temperature, as it does for a non-degenerate ground state. Under these hypotheses the quadratic errors of $E$ and $F$ are opposite and cancel in the average. What remains is at most cubic to leading order.

## The extrapolated energy of a metal calculation

At the end of the self-consistency cycle, a code with Fermi–Dirac smearing has occupations $f_i$ between zero and one. From them it computes

$$S=-\sum_i\bigl[f_i\ln f_i+(1-f_i)\ln(1-f_i)\bigr],$$

where $i$ runs over spin states and k-point weights are included as needed. It has the internal energy $E$, forms $F=E-TS$, and can report

$$A=E-\tfrac12TS=F+\tfrac12TS$$

as an estimate of the energy at zero smearing. This costs one multiplication and one addition. For a free energy that satisfies the hypotheses above and has $F'''(0)\ne0$, the limit gives the leading error of that estimate.

For the non-interacting uniform electron gas in three dimensions at fixed density, the Sommerfeld expansion has only even powers of $T$. Then $F'''(0)=0$, and the limit says that the error vanishes faster than $T^3$. A density of states with a kink at the Fermi level can produce a cubic term.

Here is an instance with such a term, in arbitrary energy units:

$$F(T)=-1-2T^2-6T^3,\qquad S(T)=4T+18T^2,\qquad E(T)=-1+2T^2+12T^3.$$

| $T$ | $F(T)$ | $E(T)$ | $A(T)$ |
|---|---|---|---|
| 0.1 | −1.026 | −0.968 | −0.997 |
| 0.2 | −1.128 | −0.824 | −0.976 |

The target is $F(0)=-1$. Since $F'''(0)=-36$, the predicted coefficient is $36/12=3$, and the errors of $A$ are indeed $3\cdot0.001=0.003$ and $3\cdot0.008=0.024$. Combining the two averages as $(8A(0.1)-A(0.2))/7$ gives $(-7.976+0.976)/7=-1$, exact here because $F$ is a cubic polynomial.

## The cubic coefficient from l'Hôpital's rule

Write $a=F''(0)$ and $b=F'''(0)$. The derivation needs slightly less than three continuous derivatives: $F$ is twice differentiable, and $F''$ is differentiable at zero.

**A rule for raising the power.** Suppose $f$ is differentiable, $f(0)=0$, and $f'(x)/x^n\to l$ as $x\to0^+$. Both $f(x)$ and $x^{n+1}$ tend to zero, and the derivative $(n+1)x^n$ of the latter is nonzero for $x>0$. L'Hôpital's rule gives

$$\lim_{x\to0^+}\frac{f(x)}{x^{n+1}}=\lim_{x\to0^+}\frac{f'(x)}{(n+1)x^n}=\frac{l}{n+1}.$$

**The slope of the free energy.** Take $f(T)=F'(T)-aT$. It vanishes at zero because $F'(0)=0$. Its derivative is $F''(T)-a$, and $(F''(T)-a)/T\to b$ by the definition of $F'''(0)$. The rule with $n=1$ gives

$$\frac{F'(T)-aT}{T^2}\to\frac b2.$$

**The averaged error.** Since $A(T)=F(T)-\tfrac12TF'(T)$, the error $D(T)=A(T)-F(0)$ vanishes at $T=0$ and has derivative

$$D'(T)=F'(T)-\tfrac12F'(T)-\tfrac12TF''(T)=\tfrac12\bigl(F'(T)-TF''(T)\bigr).$$

Adding and subtracting $aT$ separates two known limits:

$$\frac{D'(T)}{T^2}=\frac12\left[\frac{F'(T)-aT}{T^2}-\frac{F''(T)-a}{T}\right]\to\frac12\left(\frac b2-b\right)=-\frac b4.$$

The rule with $n=2$ then gives $D(T)/T^3\to-b/12$.

## Unequal weights and two temperatures

Consider the mixture $M_w=wE+(1-w)F=F-wTF'$ with a real weight $w$. It differs from the average by

$$M_w(T)-A(T)=\left(\tfrac12-w\right)T\,F'(T).$$

Suppose $(M_w-F(0))/T^3$ has a finite limit. Then $(M_w-A)/T^3$ has one too, and multiplying by $T$ gives a quantity that tends to zero. That quantity equals $(\tfrac12-w)F'(T)/T$, which tends to $(\tfrac12-w)a$. If $a\ne0$, it follows that $w=\tfrac12$. Conversely, $w=\tfrac12$ gives the finite limit already found. If $a=0$, there is no quadratic error to remove, and every weight gives a finite limit.

A second run at temperature $rT$, with $r>0$ and $r\ne1$, removes the cubic error as well:

$$\frac{1}{T^3}\left[\frac{r^3A(T)-A(rT)}{r^3-1}-F(0)\right]
=\frac{r^3}{r^3-1}\left[\frac{A(T)-F(0)}{T^3}-\frac{A(rT)-F(0)}{(rT)^3}\right].$$

Both terms in the last bracket tend to $-b/12$, so the whole expression tends to zero.

## The Lean source

```lean
import Mathlib

open Filter Topology

namespace SmearingCubicError

noncomputable section

/-- The internal energy `E(T) = F(T) - T F'(T)` belonging to the free energy `F`. -/
def internalEnergy (F : ℝ → ℝ) (T : ℝ) : ℝ := F T - T * deriv F T

/-- The average of internal energy and free energy at temperature `T`. -/
def averagedEnergy (F : ℝ → ℝ) (T : ℝ) : ℝ := (internalEnergy F T + F T) / 2

/-- If `f` is differentiable, vanishes at zero and `f'(x)/x^n` tends to `l` as `x` tends to `0+`,
then `f(x)/x^(n+1)` tends to `l/(n+1)`. -/
theorem tendsto_div_pow_succ {f f' : ℝ → ℝ} {l : ℝ} (n : ℕ)
    (hf : ∀ x, HasDerivAt f (f' x) x) (h0 : f 0 = 0)
    (h : Tendsto (fun x => f' x / x ^ n) (𝓝[>] 0) (𝓝 l)) :
    Tendsto (fun x => f x / x ^ (n + 1)) (𝓝[>] 0) (𝓝 (l / ((n : ℝ) + 1))) := by
  have hn : (n : ℝ) + 1 ≠ 0 := by positivity
  -- l'Hôpital's rule for the quotient of `f` and `x^(n+1)`
  refine HasDerivAt.lhopital_zero_nhdsGT (f' := f') (g' := fun x => ((n : ℝ) + 1) * x ^ n)
    (Eventually.of_forall hf) (Eventually.of_forall fun x => ?_) ?_ ?_ ?_ ?_
  · simpa using hasDerivAt_pow (n + 1) x
  · filter_upwards [self_mem_nhdsWithin] with x hx
    exact mul_ne_zero hn (pow_ne_zero n (Set.mem_Ioi.mp hx).ne')
  · have h1 := (hf 0).continuousAt.tendsto
    rw [h0] at h1
    exact h1.mono_left nhdsWithin_le_nhds
  · have h1 : Tendsto (fun x : ℝ => x ^ (n + 1)) (𝓝 0) (𝓝 0) := by
      simpa using (continuous_pow (n + 1)).tendsto (0 : ℝ)
    exact h1.mono_left nhdsWithin_le_nhds
  · refine (h.div_const ((n : ℝ) + 1)).congr fun x => ?_

    rw [div_div, mul_comm (x ^ n)]

/-- The difference quotient of `g` at zero, taken through positive temperatures, tends to the
derivative `g'(0)` when `g` is differentiable there. -/
theorem tendsto_quotient {g : ℝ → ℝ} (hg : DifferentiableAt ℝ g 0) :
    Tendsto (fun T => (g T - g 0) / T) (𝓝[>] 0) (𝓝 (deriv g 0)) := by
  refine hg.hasDerivAt.tendsto_slope_zero_right.congr fun t => ?_
  simp only [zero_add, smul_eq_mul]
  ring

/-- For a twice differentiable `F` with `F'(0) = 0` and `F''` differentiable at zero, the slope
`F'(T)` (minus the entropy) departs from `F''(0) T` by `F'''(0) T^2 / 2` to leading order. -/
theorem slope_quadratic_coefficient {F : ℝ → ℝ} (h1 : Differentiable ℝ (deriv F))
    (h2 : DifferentiableAt ℝ (deriv (deriv F)) 0) (h0 : deriv F 0 = 0) :
    Tendsto (fun T => (deriv F T - deriv (deriv F) 0 * T) / T ^ 2) (𝓝[>] 0)
      (𝓝 (deriv (deriv (deriv F)) 0 / 2)) := by
  have h := tendsto_div_pow_succ 1
    (f := fun T => deriv F T - deriv (deriv F) 0 * T)
    (f' := fun T => deriv (deriv F) T - deriv (deriv F) 0)
    (l := deriv (deriv (deriv F)) 0)
    (fun x => ((h1 x).hasDerivAt.fun_sub
      ((hasDerivAt_id' x).const_mul (deriv (deriv F) 0))).congr_deriv (by ring))
    (by simp only [h0, mul_zero, sub_zero])
    ((tendsto_quotient h2).congr fun t => by rw [pow_one])
  have e : deriv (deriv (deriv F)) 0 / 2
      = deriv (deriv (deriv F)) 0 / (((1 : ℕ) : ℝ) + 1) := by norm_num
  rw [e]
  exact h

/-- Let `F` be twice differentiable with `F'(0) = 0` and `F''` differentiable at zero. Then the
error of the averaged energy, divided by `T^3`, tends to `-F'''(0)/12` as `T` tends to `0+`. -/
theorem averaged_error_cubic {F : ℝ → ℝ} (hF : Differentiable ℝ F)
    (h1 : Differentiable ℝ (deriv F)) (h2 : DifferentiableAt ℝ (deriv (deriv F)) 0)
    (h0 : deriv F 0 = 0) :
    Tendsto (fun T => (averagedEnergy F T - F 0) / T ^ 3) (𝓝[>] 0)
      (𝓝 (-deriv (deriv (deriv F)) 0 / 12)) := by
  -- the derivative of the error is `(F' - T F'')/2`
  have hd : ∀ x, HasDerivAt (fun T => averagedEnergy F T - F 0)
      ((deriv F x - x * deriv (deriv F) x) / 2) x := fun x =>
    (((((hF x).hasDerivAt.fun_sub ((hasDerivAt_id' x).fun_mul (h1 x).hasDerivAt)).fun_add
      (hF x).hasDerivAt).div_const 2).sub_const (F 0)).congr_deriv (by ring)
  -- its quadratic coefficient is `(F'''(0)/2 - F'''(0))/2`
  have hq : Tendsto (fun T => (deriv F T - T * deriv (deriv F) T) / 2 / T ^ 2) (𝓝[>] 0)
      (𝓝 ((deriv (deriv (deriv F)) 0 / 2 - deriv (deriv (deriv F)) 0) / 2)) := by
    refine (((slope_quadratic_coefficient h1 h2 h0).sub (tendsto_quotient h2)).div_const
      2).congr' ?_
    filter_upwards [self_mem_nhdsWithin] with T hT
    have hT0 : T ≠ 0 := (Set.mem_Ioi.mp hT).ne'
    field_simp
    ring
  have h := tendsto_div_pow_succ 2 hd
    (by simp only [averagedEnergy, internalEnergy]; ring) hq
  have e : -deriv (deriv (deriv F)) 0 / 12 = (deriv (deriv (deriv F)) 0 / 2
      - deriv (deriv (deriv F)) 0) / 2 / (((2 : ℕ) : ℝ) + 1) := by
    push_cast
    ring
  rw [e]
  exact h

/-- For a three times continuously differentiable free energy with `F'(0) = 0`, the quantity
`((E(T) + F(T))/2 - F(0))/T^3` tends to `-F'''(0)/12` as `T` tends to `0+`. -/
theorem averaged_error_cubic_of_contDiff {F : ℝ → ℝ} (hF : ContDiff ℝ 3 F)
    (h0 : deriv F 0 = 0) :
    Tendsto (fun T => ((internalEnergy F T + F T) / 2 - F 0) / T ^ 3) (𝓝[>] 0)
      (𝓝 (-iteratedDeriv 3 F 0 / 12)) := by
  have e2 : iteratedDeriv 2 F = deriv (deriv F) := by
    rw [show (2 : ℕ) = 1 + 1 from rfl, iteratedDeriv_succ, iteratedDeriv_one]
  have e3 : iteratedDeriv 3 F = deriv (deriv (deriv F)) := by
    rw [show (3 : ℕ) = 2 + 1 from rfl, iteratedDeriv_succ, e2]
  have d1 := hF.differentiable_iteratedDeriv 1 (by norm_num)
  have d2 := hF.differentiable_iteratedDeriv 2 (by norm_num)
  rw [iteratedDeriv_one] at d1
  rw [e2] at d2
  rw [e3]
  exact averaged_error_cubic (hF.differentiable (by norm_num)) d1 (d2 0) h0

/-- Let `F` be as in `averaged_error_cubic` and `F''(0) ≠ 0`. The error of the mixture
`w E + (1 - w) F`, divided by `T^3`, has a finite limit at `0+` exactly when `w = 1/2`. -/
theorem cubic_error_iff_equal_weights {F : ℝ → ℝ} (hF : Differentiable ℝ F)
    (h1 : Differentiable ℝ (deriv F)) (h2 : DifferentiableAt ℝ (deriv (deriv F)) 0)
    (h0 : deriv F 0 = 0) (hc : deriv (deriv F) 0 ≠ 0) (w : ℝ) :
    (∃ L, Tendsto (fun T => (w * internalEnergy F T + (1 - w) * F T - F 0) / T ^ 3)
      (𝓝[>] 0) (𝓝 L)) ↔ w = 1 / 2 := by
  have hm := averaged_error_cubic hF h1 h2 h0
  constructor
  · rintro ⟨L, hL⟩
    have hT : Tendsto (fun T : ℝ => T) (𝓝[>] 0) (𝓝 0) :=
      tendsto_id.mono_left nhdsWithin_le_nhds
    -- the excess over the equal mixture, divided by `T^3` and multiplied by `T`, is
    -- `(1/2 - w) F'(T)/T`
    have ha := (hL.sub hm).mul hT
    rw [mul_zero] at ha
    have hb := (tendsto_quotient (h1 0)).const_mul (1 / 2 - w)
    have hab := tendsto_nhds_unique (ha.congr' (by
      filter_upwards [self_mem_nhdsWithin] with T hT
      have hT0 : T ≠ 0 := (Set.mem_Ioi.mp hT).ne'
      simp only [averagedEnergy, internalEnergy, h0, sub_zero]
      field_simp
      ring)) hb
    have hw := (mul_eq_zero.mp hab.symm).resolve_right hc
    linarith
  · rintro rfl
    refine ⟨_, hm.congr fun T => ?_⟩
    simp only [averagedEnergy]
    ring

/-- Let `F` be as in `averaged_error_cubic`, and let `A` be the averaged energy. For a temperature
ratio `r > 0`, `r ≠ 1`, the error of `(r^3 A(T) - A(r T))/(r^3 - 1)` is `o(T^3)` at `0+`. -/
theorem two_temperature_extrapolation {F : ℝ → ℝ} (hF : Differentiable ℝ F)
    (h1 : Differentiable ℝ (deriv F)) (h2 : DifferentiableAt ℝ (deriv (deriv F)) 0)
    (h0 : deriv F 0 = 0) {r : ℝ} (hr : 0 < r) (hr1 : r ≠ 1) :
    Tendsto (fun T => ((r ^ 3 * averagedEnergy F T - averagedEnergy F (r * T)) / (r ^ 3 - 1)
      - F 0) / T ^ 3) (𝓝[>] 0) (𝓝 0) := by
  have hm := averaged_error_cubic hF h1 h2 h0
  have hr3 : r ^ 3 - 1 ≠ 0 := by
    rw [show r ^ 3 - 1 = (r - 1) * (r ^ 2 + r + 1) by ring]
    exact mul_ne_zero (sub_ne_zero.mpr hr1) (by positivity)
  have hs : Tendsto (fun T : ℝ => r * T) (𝓝[>] 0) (𝓝[>] 0) := by
    have hcont : Continuous fun T : ℝ => r * T := by fun_prop
    have ht := hcont.tendsto 0
    simp only [mul_zero] at ht
    refine tendsto_nhdsWithin_iff.mpr ⟨ht.mono_left nhdsWithin_le_nhds, ?_⟩
    filter_upwards [self_mem_nhdsWithin] with T hT
    exact Set.mem_Ioi.mpr (mul_pos hr (Set.mem_Ioi.mp hT))
  -- both temperatures share the same cubic coefficient, which cancels
  have h := (hm.sub (hm.comp hs)).const_mul (r ^ 3 / (r ^ 3 - 1))
  rw [sub_self, mul_zero] at h
  refine h.congr' ?_
  filter_upwards [self_mem_nhdsWithin] with T hT
  have hT0 : T ≠ 0 := (Set.mem_Ioi.mp hT).ne'
  have hr0 : r ≠ 0 := hr.ne'
  simp only [Function.comp_apply]
  generalize averagedEnergy F (r * T) = B
  generalize averagedEnergy F T = A
  field_simp
  ring

end

end SmearingCubicError
```

```lean
#print axioms SmearingCubicError.averaged_error_cubic_of_contDiff
#print axioms SmearingCubicError.cubic_error_iff_equal_weights
#print axioms SmearingCubicError.two_temperature_extrapolation
```

```
'SmearingCubicError.averaged_error_cubic_of_contDiff' depends on axioms: [propext, Classical.choice, Quot.sound]
'SmearingCubicError.cubic_error_iff_equal_weights' depends on axioms: [propext, Classical.choice, Quot.sound]
'SmearingCubicError.two_temperature_extrapolation' depends on axioms: [propext, Classical.choice, Quot.sound]
```

## The limits in Lean and their reach in a simulation

The free energy is a function `F : ℝ → ℝ`. The definitions `internalEnergy` and `averagedEnergy` are $E$ and $A$, and `deriv F` is $F'$, minus the entropy. The filter `𝓝[>] 0` means that $T$ approaches zero through positive values, so each `Tendsto` statement is a one-sided limit.

The theorem `averaged_error_cubic_of_contDiff` is the result for three continuous derivatives: `ContDiff ℝ 3 F` is the smoothness, `h0` is the vanishing entropy at zero temperature, and `iteratedDeriv 3 F 0` is $F'''(0)$. It follows from `averaged_error_cubic`, which has the weaker hypotheses of the derivation: `hF` and `h1` make $F$ twice differentiable, and `h2` makes $F''$ differentiable at zero. The mixture is treated in `cubic_error_iff_equal_weights`, where `hc` is the condition $F''(0)\ne0$, and the combination of two runs in `two_temperature_extrapolation`.

The proofs take the same steps as the derivation:

- `tendsto_div_pow_succ` is the rule for raising the power. It applies Mathlib's `HasDerivAt.lhopital_zero_nhdsGT` and then checks the derivative of the denominator, its nonvanishing, the two limits to zero and the limit of the quotient of derivatives.
- `tendsto_quotient` turns differentiability at zero into the limit of a difference quotient. With it, `slope_quadratic_coefficient` obtains $b/2$ from the case $n=1$.
- In `averaged_error_cubic`, `hd` is the formula for $D'$ and `hq` is its limit after division by $T^2$. The restriction to $T>0$ allows `field_simp` and `ring` to verify the splitting into two quotients. The case $n=2$ finishes the proof.
- For the mixture, `tendsto_nhds_unique` equates the two limits of the same expression, zero and $(\tfrac12-w)a$.
- For two temperatures, `hs` shows that $rT$ also approaches zero from above, so the main limit can be used at $rT$ and subtracted from itself.

Some consequences for a code depend on what is assumed about $F$. The relation $E=F-TF'$ is a definition here. To apply it to computed numbers, the entropy in the code must equal $-F'(T)$, with the number of electrons and the geometry held fixed. This is true for a converged variational calculation with the matching entropy formula, but the theorem does not establish it.

The hypotheses also concern negative arguments, which have no physical meaning as temperatures here. A free energy on $T\ge0$ with three continuous derivatives up to the endpoint can be continued to $T<0$ by its cubic Taylor polynomial at zero, and the limits see only $T>0$.

Vanishing entropy at $T=0$ matters. For $F(T)=-sT$ with $s\ne0$, the average is $-sT/2$, and its error divided by $T^3$ diverges. A partly filled degenerate level at the Fermi energy in a finite non-interacting system leaves such a residual entropy.

Finally, these are limits. They supply no error bar at a given smearing width and no temperature below which the cubic term dominates. The two-temperature result likewise says that the error is smaller than $T^3$ asymptotically, without naming the next power. On a fixed k-point mesh, lowering $T$ eventually resolves the individual levels, and $F(T)$ can then behave differently from the smooth curve of a dense mesh. The value approached is $F(0)$ for whichever function $F$ satisfies the hypotheses, so errors from the mesh, the basis set or the density functional remain in it.
